# A rank-one shift solves the Sternheimer equation for a nondegenerate state of a finite Hermitian matrix

An atom in a nondegenerate state $p$ is placed in a weak static electric field, and I want the first-order change $x$ of its state. In a finite orthonormal basis this means solving $(H-E)x=b$, where $H$ is the field-free Hamiltonian, $E$ is the energy of $p$, and the source $b$ is orthogonal to $p$. But $H-E$ is singular, because it annihilates $p$.

I have seen the singularity removed by adding the projector on $p$ and solving with $M=H-E+pp^\dagger$ instead. Is $M$ always invertible, and is $M^{-1}b$ exactly the solution orthogonal to $p$, with no error from the added term? I would like a rigorous argument, with a machine-checked proof.

## The added term acts only along the state

Yes to both, and the projector may carry any nonzero factor $s$. Let $H$ be Hermitian, $E$ real, $Hp=Ep$ and $p^\dagger p=1$, and suppose that every solution of $Hv=Ev$ is a multiple of $p$. Define

$$M=H-E+s\,pp^\dagger .$$

Taking the adjoint of $Hp=Ep$ gives $p^\dagger H=Ep^\dagger$. Hence, for every $x$,

$$p^\dagger Mx=E\,p^\dagger x-E\,p^\dagger x+s\,(p^\dagger p)(p^\dagger x)=s\,p^\dagger x .$$

**Invertibility.** Suppose $Mx=0$ with $s\neq0$. The identity gives $p^\dagger x=0$, so the added term vanishes and $(H-E)x=0$. Thus $x=cp$ for some number $c$, and $c=p^\dagger x=0$. A square matrix with trivial kernel is invertible.

Both conditions are also necessary. If $s=0$, then $Mp=0$ although $p\neq0$. If $M$ is invertible and $Hv=Ev$, then $w=v-(p^\dagger v)p$ satisfies $(H-E)w=0$ and $p^\dagger w=0$. So $Mw=0$, which forces $w=0$ and $v=(p^\dagger v)p$.

**The solution.** Let $p^\dagger b=0$. If $x$ is orthogonal to $p$ and $(H-E)x=b$, then $Mx=b$, so $x=M^{-1}b$. Conversely, if $x=M^{-1}b$, then $s\,p^\dagger x=p^\dagger b=0$. So $x$ is orthogonal to $p$, and $Mx=b$ reduces to $(H-E)x=b$.

Without the orthogonality constraint on $x$, a solution exists exactly when $p^\dagger b=0$: necessity follows from $p^\dagger(H-E)x=0$, and sufficiency from the solution just found.

### Overlaps with other states and the second-order energy

If $Hq=eq$ with $e$ real, multiplying $(H-E)x=b$ by $q^\dagger$ gives

$$(e-E)\,q^\dagger x=q^\dagger b .$$

For $e\neq E$ and normalized $q$, division by $e-E$ gives the familiar sum-over-states coefficient.

Now perturb $H$ to $H+\lambda V$, and write the state as $p+\lambda x+\lambda^2y+\cdots$ and the energy as $E+\lambda E_1+\lambda^2E_2+\cdots$. The first two orders are

$$(H-E)x=E_1p-Vp,\qquad (H-E)y=E_2p-(Vx-E_1x).$$

Solvability of the first requires $E_1=p^\dagger Vp$. Choose $x$ orthogonal to $p$. The second is then solvable exactly when $0=E_2-p^\dagger Vx+E_1p^\dagger x$, that is, when $E_2=p^\dagger Vx$.

For static response in electronic structure, this means that the first-order change of a single nondegenerate state in a finite basis, taken orthogonal to that state, follows from one linear solve, without a list of excited states, provided that the perturbation is fixed and not updated self-consistently.

In Lean 4 with Mathlib:

```lean
import Mathlib

open Matrix

namespace SternheimerShift

variable {n : Type*} [Fintype n] [DecidableEq n]

/-- The vector `p` is a normalized eigenstate of the Hermitian Hamiltonian `H` with energy `E`,
and every eigenvector with this energy is a multiple of `p`. -/
structure IsNondegenerateState (H : Matrix n n ℂ) (E : ℝ) (p : n → ℂ) : Prop where
  hermitian : H.IsHermitian
  normalized : star p ⬝ᵥ p = 1
  eigen : H *ᵥ p = (E : ℂ) • p
  simple : ∀ v : n → ℂ, H *ᵥ v = (E : ℂ) • v → ∃ c : ℂ, v = c • p

/-- The shifted operator `H - E + s p p†`. -/
noncomputable def shifted (H : Matrix n n ℂ) (E : ℝ) (s : ℂ) (p : n → ℂ) : Matrix n n ℂ :=
  H - (E : ℂ) • (1 : Matrix n n ℂ) + s • vecMulVec p (star p)

/-- The shifted operator sends `x` to `(H - E) x` plus the multiple `s (p† x)` of `p`. -/
theorem shifted_mulVec (H : Matrix n n ℂ) (E : ℝ) (s : ℂ) (p x : n → ℂ) :
    shifted H E s p *ᵥ x = H *ᵥ x - (E : ℂ) • x + (s * (star p ⬝ᵥ x)) • p := by
  have h : vecMulVec p (star p) *ᵥ x = (star p ⬝ᵥ x) • p := by
    ext i
    simp only [mulVec, dotProduct, vecMulVec_apply, Pi.smul_apply, smul_eq_mul, Finset.sum_mul]
    apply Finset.sum_congr rfl
    intros
    ring
  rw [shifted, add_mulVec, sub_mulVec, smul_mulVec, smul_mulVec, one_mulVec, h, smul_smul]

omit [DecidableEq n] in
/-- A Hermitian Hamiltonian acts to the left on an eigenstate `q` by its energy `e`. -/
theorem eigen_left {H : Matrix n n ℂ} {e : ℝ} {q : n → ℂ} (hH : H.IsHermitian)
    (hq : H *ᵥ q = (e : ℂ) • q) (x : n → ℂ) :
    star q ⬝ᵥ (H *ᵥ x) = (e : ℂ) * (star q ⬝ᵥ x) := by
  have h := congrArg star hq
  rw [star_mulVec, hH.eq] at h
  rw [Matrix.dotProduct_mulVec, h, star_smul, smul_dotProduct]
  simp only [Complex.star_def, Complex.conj_ofReal, smul_eq_mul]

/-- For a normalized eigenstate `p` of a Hermitian `H` with energy `E`, the shifted operator
multiplies the overlap with `p` by `s`. -/
theorem overlap_shifted {H : Matrix n n ℂ} {E : ℝ} {p : n → ℂ} (hH : H.IsHermitian)
    (hn : star p ⬝ᵥ p = 1) (hp : H *ᵥ p = (E : ℂ) • p) (s : ℂ) (x : n → ℂ) :
    star p ⬝ᵥ (shifted H E s p *ᵥ x) = s * (star p ⬝ᵥ x) := by
  rw [shifted_mulVec, dotProduct_add, dotProduct_sub, dotProduct_smul, dotProduct_smul,
    eigen_left hH hp, hn]
  simp only [smul_eq_mul]
  ring

/-- For a normalized eigenstate `p` of a Hermitian `H` with energy `E`, the shifted operator is
invertible exactly when the shift is nonzero and the level `E` is nondegenerate. -/
theorem isUnit_shifted_iff {H : Matrix n n ℂ} {E : ℝ} {p : n → ℂ} (hH : H.IsHermitian)
    (hn : star p ⬝ᵥ p = 1) (hp : H *ᵥ p = (E : ℂ) • p) (s : ℂ) :
    IsUnit (shifted H E s p) ↔
      s ≠ 0 ∧ ∀ v : n → ℂ, H *ᵥ v = (E : ℂ) • v → ∃ c : ℂ, v = c • p := by
  rw [← Matrix.mulVec_injective_iff_isUnit]
  constructor
  · intro hinj
    have hker : ∀ v, shifted H E s p *ᵥ v = 0 → v = 0 :=
      fun v hv => hinj (hv.trans (Matrix.mulVec_zero _).symm)
    refine ⟨?_, fun v hv => ⟨star p ⬝ᵥ v, ?_⟩⟩
    · rintro rfl
      have h0 : p = 0 := hker p (by rw [shifted_mulVec, hp]; simp)
      rw [h0] at hn
      simp at hn
    · -- the part of `v` orthogonal to `p` lies in the kernel
      have h0 := hker (v - (star p ⬝ᵥ v) • p) (by
        rw [shifted_mulVec, mulVec_sub, mulVec_smul, hv, hp, dotProduct_sub,
          dotProduct_smul, hn]
        simp only [smul_eq_mul, mul_one, sub_self, mul_zero, zero_smul, add_zero]
        module)
      exact sub_eq_zero.mp h0
  · rintro ⟨hs, hsimple⟩ v w hvw
    have hd : shifted H E s p *ᵥ (v - w) = 0 := by
      rw [mulVec_sub]
      exact sub_eq_zero.mpr hvw
    -- a kernel vector is orthogonal to `p`, hence an eigenvector for `E`
    have ho : star p ⬝ᵥ (v - w) = 0 := by
      have h := overlap_shifted hH hn hp s (v - w)
      rw [hd, dotProduct_zero] at h
      exact (mul_eq_zero.mp h.symm).resolve_left hs
    rw [shifted_mulVec, ho, mul_zero, zero_smul, add_zero] at hd
    obtain ⟨c, hc⟩ := hsimple _ (sub_eq_zero.mp hd)
    rw [hc, dotProduct_smul, hn, smul_eq_mul, mul_one] at ho
    rw [ho, zero_smul] at hc
    exact sub_eq_zero.mp hc

/-- For a nondegenerate state `p` and a source `b` orthogonal to it, the shifted operator is
invertible and its inverse applied to `b` is the unique `x` orthogonal to `p` with
`(H - E) x = b`. -/
theorem sternheimer_solution {H : Matrix n n ℂ} {E : ℝ} {p b : n → ℂ} {s : ℂ}
    (h : IsNondegenerateState H E p) (hs : s ≠ 0) (hb : star p ⬝ᵥ b = 0) :
    IsUnit (shifted H E s p) ∧ ∀ x : n → ℂ,
      (star p ⬝ᵥ x = 0 ∧ H *ᵥ x - (E : ℂ) • x = b) ↔ x = (shifted H E s p)⁻¹ *ᵥ b := by
  have hu := (isUnit_shifted_iff h.hermitian h.normalized h.eigen s).mpr ⟨hs, h.simple⟩
  have hdet := (Matrix.isUnit_iff_isUnit_det _).mp hu
  refine ⟨hu, fun x => ⟨?_, fun hx => ?_⟩⟩
  · rintro ⟨ho, hx⟩
    have hM : shifted H E s p *ᵥ x = b := by
      rw [shifted_mulVec, ho, hx, mul_zero, zero_smul, add_zero]
    rw [← hM, mulVec_mulVec, nonsing_inv_mul _ hdet, one_mulVec]
  · have hM : shifted H E s p *ᵥ x = b := by
      rw [hx, mulVec_mulVec, mul_nonsing_inv _ hdet, one_mulVec]
    have ho : star p ⬝ᵥ x = 0 := by
      have h1 := overlap_shifted h.hermitian h.normalized h.eigen s x
      rw [hM, hb] at h1
      exact (mul_eq_zero.mp h1.symm).resolve_left hs
    rw [shifted_mulVec, ho, mul_zero, zero_smul, add_zero] at hM
    exact ⟨ho, hM⟩

/-- For a nondegenerate state `p` of `H` with energy `E`, the equation `(H - E) x = b` has a
solution exactly when the source `b` is orthogonal to `p`. -/
theorem solvable_iff {H : Matrix n n ℂ} {E : ℝ} {p : n → ℂ}
    (h : IsNondegenerateState H E p) (b : n → ℂ) :
    (∃ x : n → ℂ, H *ᵥ x - (E : ℂ) • x = b) ↔ star p ⬝ᵥ b = 0 := by
  constructor
  · rintro ⟨x, rfl⟩
    rw [dotProduct_sub, dotProduct_smul, eigen_left h.hermitian h.eigen, smul_eq_mul, sub_self]
  · intro hb
    exact ⟨_, (((sternheimer_solution h one_ne_zero hb).2 _).mpr rfl).2⟩

/-- The overlap of the solution with an eigenstate `q` of energy `e`, times `e - E`, equals
the overlap of the source with `q`. -/
theorem spectral_component {H : Matrix n n ℂ} {E e : ℝ} {p q b : n → ℂ} {s : ℂ}
    (h : IsNondegenerateState H E p) (hs : s ≠ 0) (hb : star p ⬝ᵥ b = 0)
    (hq : H *ᵥ q = (e : ℂ) • q) :
    ((e : ℂ) - E) * (star q ⬝ᵥ ((shifted H E s p)⁻¹ *ᵥ b)) = star q ⬝ᵥ b := by
  have hx := (((sternheimer_solution h hs hb).2 _).mpr rfl).2
  have h2 := congrArg (fun v => star q ⬝ᵥ v) hx
  simp only [dotProduct_sub, dotProduct_smul, eigen_left h.hermitian hq, smul_eq_mul] at h2
  linear_combination h2

/-- With `x` the shifted inverse applied to `⟨p, V p⟩ p - V p`, the second-order perturbation
equation for `V` has a solution `y` exactly when the second-order energy is `⟨p, V x⟩`. -/
theorem second_order_energy {H : Matrix n n ℂ} {E : ℝ} {p x : n → ℂ} {s : ℂ}
    (h : IsNondegenerateState H E p) (hs : s ≠ 0) (V : Matrix n n ℂ)
    (hx : x = (shifted H E s p)⁻¹ *ᵥ ((star p ⬝ᵥ (V *ᵥ p)) • p - V *ᵥ p)) (E₂ : ℂ) :
    (∃ y : n → ℂ, H *ᵥ y - (E : ℂ) • y =
      E₂ • p - (V *ᵥ x - (star p ⬝ᵥ (V *ᵥ p)) • x)) ↔ E₂ = star p ⬝ᵥ (V *ᵥ x) := by
  have hb : star p ⬝ᵥ ((star p ⬝ᵥ (V *ᵥ p)) • p - V *ᵥ p) = 0 := by
    rw [dotProduct_sub, dotProduct_smul, h.normalized, smul_eq_mul, mul_one, sub_self]
  have ho : star p ⬝ᵥ x = 0 := (((sternheimer_solution h hs hb).2 x).mpr hx).1
  -- solvability means that the second-order source has no component along `p`
  rw [solvable_iff h, dotProduct_sub, dotProduct_sub, dotProduct_smul, dotProduct_smul,
    h.normalized, ho, smul_eq_mul, smul_eq_mul, mul_one, mul_zero, sub_zero, sub_eq_zero]

/-- A coupled two-level Hamiltonian with the nondegenerate state `(3/5, 4/5)` of energy 25. -/
theorem isNondegenerateState_witness :
    IsNondegenerateState (!![9, 12; 12, 16] : Matrix (Fin 2) (Fin 2) ℂ) 25 ![3 / 5, 4 / 5] where
  hermitian := by
    unfold Matrix.IsHermitian
    ext i j
    fin_cases i <;> fin_cases j <;> simp [conjTranspose_apply]
  normalized := by
    -- both components are real, so conjugation leaves them unchanged
    have e3 : (3 / 5 : ℂ) = ((3 / 5 : ℝ) : ℂ) := by norm_num
    have e4 : (4 / 5 : ℂ) = ((4 / 5 : ℝ) : ℂ) := by norm_num
    have h3 : star (3 / 5 : ℂ) = 3 / 5 := by
      rw [e3]
      exact Complex.conj_ofReal _
    have h4 : star (4 / 5 : ℂ) = 4 / 5 := by
      rw [e4]
      exact Complex.conj_ofReal _
    rw [dotProduct, Fin.sum_univ_two]
    change star (3 / 5 : ℂ) * (3 / 5) + star (4 / 5 : ℂ) * (4 / 5) = 1
    rw [h3, h4]
    norm_num
  eigen := by
    ext i
    fin_cases i <;> norm_num [mulVec, dotProduct, Fin.sum_univ_two]
  simple := by
    intro v hv
    have h0 := congrFun hv 0
    simp [mulVec, dotProduct, Fin.sum_univ_two] at h0
    refine ⟨5 / 3 * v 0, ?_⟩
    ext i
    fin_cases i
    · change v 0 = 5 / 3 * v 0 * (3 / 5)
      ring
    · change v 1 = 5 / 3 * v 0 * (4 / 5)
      linear_combination h0 / 12

end SternheimerShift
```

```lean
#print axioms SternheimerShift.sternheimer_solution
#print axioms SternheimerShift.spectral_component
#print axioms SternheimerShift.second_order_energy
```

```
'SternheimerShift.sternheimer_solution' depends on axioms: [propext, Classical.choice, Quot.sound]
'SternheimerShift.spectral_component' depends on axioms: [propext, Classical.choice, Quot.sound]
'SternheimerShift.second_order_energy' depends on axioms: [propext, Classical.choice, Quot.sound]
```

### How the matrices represent the physics

The finite type `n` labels the orthonormal basis. States are functions `n → ℂ`, operators are complex matrices, and `*ᵥ` applies a matrix to a vector. The inner product $p^\dagger x$ is `star p ⬝ᵥ x`, conjugated in the first entry. The projector $pp^\dagger$ is `vecMulVec p (star p)`, and `shifted H E s p` is $M$. The energy `E` is real, while `s` may be complex. It has the dimension of an energy and is the eigenvalue of $M$ on $p$; as long as it is nonzero, its value does not affect the solution.

`IsNondegenerateState` collects the assumptions: Hermiticity, normalization, the eigenvalue equation and a simple level. Only the level $E$ has to be simple, which is assumed, not derived; other levels may be degenerate.

`isUnit_shifted_iff` says that $M$ is invertible if and only if $s\neq0$ and the level is simple. `sternheimer_solution` answers the question for a nondegenerate state, $s\neq0$ and $p^\dagger b=0$: $M$ is invertible, and a vector `x` meets both conditions, orthogonality and $(H-E)x=b$, if and only if it equals $M^{-1}b$. `solvable_iff`, `spectral_component` and `second_order_energy` state the consequences derived above, all for a nondegenerate state $p$; the last two use $M^{-1}$ and so also assume $s\neq0$, and `spectral_component` assumes $p^\dagger b=0$. `second_order_energy` allows any matrix `V`, Hermitian or not, and concerns the order-by-order equations, not convergence of the series.

Degenerate levels, continuum states and unbounded Hamiltonians are not covered.

### How the proof follows the kernel argument

`shifted_mulVec` expands $Mx$, and `eigen_left` takes the adjoint of the eigenvalue equation. Together they give `overlap_shifted`, the identity $p^\dagger Mx=s\,p^\dagger x$.

In `isUnit_shifted_iff`, the first rewrite replaces invertibility by injectivity. One direction applies this to $p$ and to $v-(p^\dagger v)p$. The other shows that the difference `v - w` of two vectors with the same image is orthogonal to $p$, then a multiple of $p$, then zero.

`sternheimer_solution` proves its two directions as above, cancelling $M$ against its inverse. `solvable_iff` uses it with $s=1$. `spectral_component` takes the overlap of the solved equation with `q`, and `linear_combination` rearranges the result. `second_order_energy` first checks that the first-order source is orthogonal to $p$, so that `x` is too; `solvable_iff` then turns solvability into the formula for $E_2$.

Finally, `isNondegenerateState_witness` verifies the assumptions for a coupled two-level matrix with $E=25$ and $p=(3/5,4/5)$. For simplicity of the level, the first row of $Hv=25v$ reads $9v_0+12v_1=25v_0$. Hence $v_1=\tfrac43v_0$, and $v=\tfrac53v_0\,p$.
